# First-order rotations of the complex orbitals of a Slater determinant have 2N(M−N) non-redundant real parameters

A Hartree-Fock calculation can be run as a minimisation over orbital rotations, with the occupied-occupied and virtual-virtual blocks of the rotation generator set to zero and only the occupied-virtual part varied. For $N$ occupied orbitals among $M$ complex orthonormal ones, the Lean code below proves that the omitted blocks do not change the density matrix to first order, and that the changes which remain form a space of real dimension $2N(M-N)$.

```lean
import Mathlib

open Matrix

namespace RedundantRotations

noncomputable section

variable {n o v : Type*} [Fintype n] [DecidableEq n] [Fintype o] [DecidableEq o]
  [Fintype v] [DecidableEq v]

/-- A one-particle density matrix of a Slater determinant: Hermitian and idempotent. -/
def IsDensity (P : Matrix n n ℂ) : Prop := Pᴴ = P ∧ P * P = P

/-- The real vector space of anti-Hermitian matrices, the generators of orbital rotations. -/
def antiHermitian (n : Type*) : Submodule ℝ (Matrix n n ℂ) where
  carrier := {κ | κᴴ = -κ}
  add_mem' := by
    intro a b ha hb
    simp only [Set.mem_ofPred_eq] at *
    rw [conjTranspose_add, ha, hb]
    abel
  zero_mem' := by simp
  smul_mem' := by
    intro c a ha
    simp only [Set.mem_ofPred_eq] at *
    rw [conjTranspose_smul, ha, star_trivial, smul_neg]

/-- The first-order response of the density matrix `P` to a generator `κ`: the commutator
`κ P - P κ`, as a real-linear map on anti-Hermitian matrices. -/
def densityResponse (P : Matrix n n ℂ) : antiHermitian n →ₗ[ℝ] Matrix n n ℂ where
  toFun κ := κ.1 * P - P * κ.1
  map_add' := by
    intro a b
    simp only [Submodule.coe_add]
    noncomm_ring
  map_smul' := by
    intro c a
    simp [smul_sub]

/-- The Grassmann tangent space at `P`: Hermitian matrices `X` that satisfy the linearised
idempotency condition `X P + P X = X`. -/
def grassmannTangent (P : Matrix n n ℂ) : Submodule ℝ (Matrix n n ℂ) where
  carrier := {X | Xᴴ = X ∧ X * P + P * X = X}
  add_mem' := by
    rintro a b ⟨ha, ha'⟩ ⟨hb, hb'⟩
    refine ⟨by rw [conjTranspose_add, ha, hb], ?_⟩
    calc (a + b) * P + P * (a + b) = (a * P + P * a) + (b * P + P * b) := by noncomm_ring
      _ = a + b := by rw [ha', hb']
  zero_mem' := by simp
  smul_mem' := by
    rintro c a ⟨ha, ha'⟩
    refine ⟨by rw [conjTranspose_smul, ha, star_trivial], ?_⟩
    rw [Matrix.smul_mul, Matrix.mul_smul, ← smul_add, ha']

/-- For a density matrix `P`, the responses to all anti-Hermitian generators fill exactly the
Grassmann tangent space at `P`. -/
theorem range_densityResponse {P : Matrix n n ℂ} (hP : IsDensity P) :
    LinearMap.range (densityResponse P) = grassmannTangent P := by
  obtain ⟨hH, hI⟩ := hP
  ext X
  constructor
  · rintro ⟨κ, rfl⟩
    have hκ : κ.1ᴴ = -κ.1 := κ.2
    refine ⟨?_, ?_⟩
    · change (κ.1 * P - P * κ.1)ᴴ = κ.1 * P - P * κ.1
      rw [conjTranspose_sub, conjTranspose_mul, conjTranspose_mul, hH, hκ]
      noncomm_ring
    · change (κ.1 * P - P * κ.1) * P + P * (κ.1 * P - P * κ.1) = κ.1 * P - P * κ.1
      calc _ = κ.1 * (P * P) - (P * P) * κ.1 := by noncomm_ring
        _ = _ := by rw [hI]
  · rintro ⟨hX, hT⟩
    -- a tangent vector has no occupied-occupied part
    have h0 : P * X * P = 0 := by
      have h := congrArg (fun Z => P * Z) hT
      simp only [mul_add, ← mul_assoc, hI] at h
      simpa using h
    -- the generator that produces X is the commutator of X with P
    refine ⟨⟨X * P - P * X, ?_⟩, ?_⟩
    · change (X * P - P * X)ᴴ = -(X * P - P * X)
      rw [conjTranspose_sub, conjTranspose_mul, conjTranspose_mul, hH, hX]
      noncomm_ring
    · change (X * P - P * X) * P - P * (X * P - P * X) = X
      calc _ = X * (P * P) + (P * P) * X - P * X * P - P * X * P := by noncomm_ring
        _ = X := by rw [hI, h0, sub_zero, sub_zero, hT]

/-- If taking adjoints is continuous, the adjoint of a differentiable curve has the adjoint
velocity. -/
theorem hasDerivAt_adjoint {F : Type*} [NormedAddCommGroup F] [NormedSpace ℝ F]
    [StarAddMonoid F] [StarModule ℝ F] (hc : ContinuousStar F) {γ : ℝ → F} {X : F} {t : ℝ}
    (hD : HasDerivAt γ X t) : HasDerivAt (fun s => star (γ s)) (star X) t :=
  hD.star

section Curves

attribute [local instance] Matrix.linftyOpNormedRing Matrix.linftyOpNormedAlgebra

/-- The matrix `exp(tκ) P exp(-tκ)`. If `κ` is anti-Hermitian and `P` is a density matrix, this is
the density matrix obtained from `P` by rotating the orbitals. -/
def rotatedDensity (κ P : Matrix n n ℂ) (t : ℝ) : Matrix n n ℂ :=
  NormedSpace.exp (t • κ) * P * NormedSpace.exp (t • (-κ))

/-- Rotating the orbitals with an anti-Hermitian generator turns a density matrix into a
density matrix. -/
theorem isDensity_rotatedDensity {κ P : Matrix n n ℂ} (hκ : κᴴ = -κ) (hP : IsDensity P)
    (t : ℝ) : IsDensity (rotatedDensity κ P t) := by
  obtain ⟨hH, hI⟩ := hP
  have hE : (NormedSpace.exp (t • κ))ᴴ = NormedSpace.exp (t • (-κ)) := by
    rw [← Matrix.exp_conjTranspose, conjTranspose_smul, star_trivial, hκ]
  have hFE : NormedSpace.exp (t • (-κ)) * NormedSpace.exp (t • κ) = 1 := by
    have hc : Commute (t • (-κ)) (t • κ) := by
      rw [smul_neg]
      exact (Commute.refl _).neg_left
    rw [← Matrix.exp_add_of_commute _ _ hc]
    simp
  unfold rotatedDensity
  refine ⟨?_, ?_⟩
  · rw [← hE, conjTranspose_mul, conjTranspose_mul, conjTranspose_conjTranspose, hH, mul_assoc]
  · generalize NormedSpace.exp (t • κ) = E at *
    generalize NormedSpace.exp (t • (-κ)) = F at *
    calc E * P * F * (E * P * F) = E * P * (F * E) * P * F := by noncomm_ring
      _ = E * (P * P) * F := by rw [hFE]; noncomm_ring
      _ = E * P * F := by rw [hI]

/-- The rotated density matrix leaves `P` with velocity `κ P - P κ`. -/
theorem hasDerivAt_rotatedDensity (κ P : Matrix n n ℂ) :
    HasDerivAt (rotatedDensity κ P) (κ * P - P * κ) 0 := by
  have h1 := hasDerivAt_exp_smul_const (𝕂 := ℝ) κ (0 : ℝ)
  have h2 := hasDerivAt_exp_smul_const (𝕂 := ℝ) (-κ) (0 : ℝ)
  exact ((h1.mul_const P).fun_mul h2).congr_deriv (by simp [sub_eq_add_neg])

/-- At a density matrix `P`, the Grassmann tangent space consists of exactly the velocities
of curves of density matrices that pass through `P`. -/
theorem mem_grassmannTangent_iff_velocity {P : Matrix n n ℂ} (hP : IsDensity P)
    (X : Matrix n n ℂ) :
    X ∈ grassmannTangent P ↔
      ∃ γ : ℝ → Matrix n n ℂ, γ 0 = P ∧ (∀ t, IsDensity (γ t)) ∧ HasDerivAt γ X 0 := by
  constructor
  · intro hX
    rw [← range_densityResponse hP] at hX
    obtain ⟨κ, rfl⟩ := hX
    exact ⟨rotatedDensity κ.1 P, by simp [rotatedDensity],
      isDensity_rotatedDensity κ.2 hP, hasDerivAt_rotatedDensity κ.1 P⟩
  · rintro ⟨γ, h0, hγ, hD⟩
    -- differentiate the two constraints along the curve
    have hc : Continuous (fun A : Matrix n n ℂ => Aᴴ) := continuous_id.matrix_conjTranspose
    have h1 := (hasDerivAt_adjoint (F := Matrix n n ℂ) ⟨hc⟩ hD).congr_of_eventuallyEq
      (Filter.Eventually.of_forall fun t => (hγ t).1.symm)
    have h2 := (hD.fun_mul hD).congr_of_eventuallyEq
      (Filter.Eventually.of_forall fun t => (hγ t).2.symm)
    have h3 := h2.unique hD
    rw [h0] at h3
    exact ⟨h1.unique hD, h3⟩

end Curves

/-- The reference density matrix `diag(1, 0)` on occupied orbitals `o` and virtual
orbitals `v`. -/
def referenceDensity (o v : Type*) [DecidableEq o] : Matrix (o ⊕ v) (o ⊕ v) ℂ :=
  fromBlocks 1 0 0 0

/-- The reference density matrix is Hermitian and idempotent. -/
theorem isDensity_referenceDensity : IsDensity (referenceDensity o v) := by
  unfold IsDensity referenceDensity
  rw [fromBlocks_conjTranspose, fromBlocks_multiply]
  simp

/-- A generator leaves the reference density matrix unchanged to first order iff its
occupied-virtual and virtual-occupied blocks vanish. -/
theorem mem_ker_iff_blockDiagonal (κ : antiHermitian (o ⊕ v)) :
    κ ∈ LinearMap.ker (densityResponse (referenceDensity o v)) ↔
      κ.1.toBlocks₁₂ = 0 ∧ κ.1.toBlocks₂₁ = 0 := by
  have h : κ.1 * referenceDensity o v - referenceDensity o v * κ.1 =
      fromBlocks 0 (-κ.1.toBlocks₁₂) κ.1.toBlocks₂₁ 0 := by
    obtain ⟨A, B, C, D, hK⟩ : ∃ A B C D, κ.1 = fromBlocks A B C D :=
      ⟨_, _, _, _, (fromBlocks_toBlocks κ.1).symm⟩
    rw [hK, referenceDensity, fromBlocks_multiply, fromBlocks_multiply]
    ext (i | i) (j | j) <;> simp
  rw [LinearMap.mem_ker]
  change κ.1 * referenceDensity o v - referenceDensity o v * κ.1 = 0 ↔ _
  rw [h, ← fromBlocks_zero, fromBlocks_inj]
  simp

/-- The real-linear map that places a virtual-occupied matrix `Y` and its adjoint in the
off-diagonal blocks of a Hermitian matrix. -/
def offDiagonal (o v : Type*) : Matrix v o ℂ →ₗ[ℝ] Matrix (o ⊕ v) (o ⊕ v) ℂ where
  toFun Y := fromBlocks 0 Yᴴ Y 0
  map_add' := by
    intro Y Z
    simp [fromBlocks_add, conjTranspose_add]
  map_smul' := by
    intro c Y
    simp [fromBlocks_smul, conjTranspose_smul]

/-- The tangent vectors at the reference density matrix are exactly the Hermitian matrices
with only occupied-virtual and virtual-occupied blocks. -/
theorem range_offDiagonal :
    LinearMap.range (offDiagonal o v) = grassmannTangent (referenceDensity o v) := by
  ext X
  constructor
  · rintro ⟨Y, rfl⟩
    change (fromBlocks 0 Yᴴ Y 0)ᴴ = fromBlocks 0 Yᴴ Y 0 ∧
      fromBlocks 0 Yᴴ Y 0 * fromBlocks 1 0 0 0 + fromBlocks 1 0 0 0 * fromBlocks 0 Yᴴ Y 0
        = fromBlocks 0 Yᴴ Y 0
    rw [fromBlocks_conjTranspose, fromBlocks_multiply, fromBlocks_multiply, fromBlocks_add]
    simp
  · obtain ⟨A, B, C, D, rfl⟩ : ∃ A B C D, X = fromBlocks A B C D :=
      ⟨_, _, _, _, (fromBlocks_toBlocks X).symm⟩
    rintro ⟨hX, hT⟩
    rw [fromBlocks_conjTranspose, fromBlocks_inj] at hX
    rw [referenceDensity, fromBlocks_multiply, fromBlocks_multiply, fromBlocks_add,
      fromBlocks_inj] at hT
    obtain ⟨h1, _, _, h4⟩ := hT
    -- linearised idempotency removes both diagonal blocks
    have hA : A = 0 := by simpa using h1
    have hD : D = 0 := by simpa using h4.symm
    refine ⟨C, ?_⟩
    change fromBlocks 0 Cᴴ C 0 = fromBlocks A B C D
    rw [hA, hD, hX.2.1]

/-- With `N` occupied and `M - N` virtual orbitals, the first-order changes of the reference
density matrix under orbital rotations form a space of real dimension `2 N (M - N)`. -/
theorem finrank_range_densityResponse :
    Module.finrank ℝ (LinearMap.range (densityResponse (referenceDensity o v))) =
      2 * Fintype.card o * Fintype.card v := by
  have hinj : Function.Injective (offDiagonal o v) := by
    intro Y Z h
    change fromBlocks 0 Yᴴ Y 0 = fromBlocks 0 Zᴴ Z 0 at h
    exact (fromBlocks_inj.mp h).2.2.1
  rw [range_densityResponse isDensity_referenceDensity, ← range_offDiagonal,
    LinearMap.finrank_range_of_inj hinj, Module.finrank_matrix, Complex.finrank_real_complex]
  ring

end

end RedundantRotations
```

```lean
#print axioms RedundantRotations.mem_grassmannTangent_iff_velocity
#print axioms RedundantRotations.mem_ker_iff_blockDiagonal
#print axioms RedundantRotations.finrank_range_densityResponse
```

```
'RedundantRotations.mem_grassmannTangent_iff_velocity' depends on axioms: [propext, Classical.choice, Quot.sound]
'RedundantRotations.mem_ker_iff_blockDiagonal' depends on axioms: [propext, Classical.choice, Quot.sound]
'RedundantRotations.finrank_range_densityResponse' depends on axioms: [propext, Classical.choice, Quot.sound]
```

## Determinants, generators and redundant parameters

Mixing the occupied orbitals among themselves by a unitary matrix changes a Slater determinant by at most a phase, and mixing the virtual orbitals does not touch it. A general rotation of all $M$ orbitals therefore has more parameters than the state can respond to. The Hartree-Fock energy depends only on the state, so its gradient at the current orbitals has no component along the superfluous parameters, and an optimiser can leave them out.

The state enters through its one-particle density matrix $P$, which satisfies $P^\dagger=P$ and $P^2=P$. A rotation is generated by an anti-Hermitian matrix $\kappa$, with $\kappa^\dagger=-\kappa$, and moves the density along

$$P(t)=e^{t\kappa}Pe^{-t\kappa},\qquad \dot P(0)=\kappa P-P\kappa=[\kappa,P].$$

A generator is redundant to first order if $[\kappa,P]=0$.

In Lean, `IsDensity P` is the pair of conditions on $P$, and `antiHermitian n` is the real vector space of generators. An element `κ` of that space carries its matrix as `κ.1` and the proof of anti-Hermiticity as `κ.2`. The map $\kappa\mapsto[\kappa,P]$ is `densityResponse P`. Its kernel contains the redundant generators, and its range contains the first-order changes of the density.

The space `grassmannTangent P` consists of the Hermitian matrices $X$ with $XP+PX=X$. This is an algebraic definition, without any manifold structure; the theorem on velocities below justifies the name.

For the block statements, orbitals are labelled by `o ⊕ v`, occupied or virtual. Thus $N$ is `Fintype.card o` and $M-N$ is `Fintype.card v`, while $M$ itself does not appear. The matrix `referenceDensity o v` is $\mathrm{diag}(1,0)$, the form that $P$ takes in the basis of the current molecular orbitals.

These conventions describe spin orbitals in an orthonormal basis: there is no overlap matrix and no closed-shell factor of two. The orbitals are complex, so the count does not apply to a calculation restricted to real ones. The step from the model to the physical state is the identification of a determinant, up to phase, with its matrix $P$; this is taken from many-electron theory.

## The range of the response

`range_densityResponse` says that for every density matrix $P$ the range of the response is exactly the tangent space.

First, every response is a tangent vector. It is Hermitian, because

$$[\kappa,P]^\dagger=P\kappa^\dagger-\kappa^\dagger P=-P\kappa+\kappa P=[\kappa,P],$$

and it satisfies the linear condition, because the mixed terms cancel:

$$[\kappa,P]P+P[\kappa,P]=\kappa P^2-P\kappa P+P\kappa P-P^2\kappa=[\kappa,P].$$

Conversely, let $X$ be a tangent vector. Multiplying $XP+PX=X$ by $P$ from the left gives $PXP+PX=PX$, so $PXP=0$. Now take $\kappa=[X,P]$. It is anti-Hermitian, since $(XP-PX)^\dagger=PX-XP$, and it produces $X$:

$$[[X,P],P]=XP^2+P^2X-2PXP=XP+PX=X.$$

The Lean proof takes the same route. The intermediate result `h0` is $PXP=0$, obtained by applying multiplication by $P$ to both sides of the tangent condition. The tactic `noncomm_ring` expands the products without exchanging factors, and `hI` replaces $P^2$ by $P$.

## Tangent vectors as velocities

`mem_grassmannTangent_iff_velocity` states that $X$ is a tangent vector at $P$ if and only if some curve $\gamma$ of density matrices has $\gamma(0)=P$ and $\dot\gamma(0)=X$. Differentiability is required only at $t=0$.

Given such a curve, differentiate its two constraints at $t=0$:

$$\gamma^\dagger=\gamma\;\Rightarrow\;X^\dagger=X,\qquad \gamma^2=\gamma\;\Rightarrow\;XP+PX=X.$$

In Lean, `hasDerivAt_adjoint` differentiates the adjoint and `fun_mul` is the product rule. Each constraint gives a second expression for the derivative of the same curve, and `unique` equates the two.

For the other direction, the range theorem supplies a $\kappa$ with $[\kappa,P]=X$, and the curve is $P(t)$ from above, called `rotatedDensity`. Since $(e^{t\kappa})^\dagger=e^{-t\kappa}$, it stays Hermitian. Since $e^{-t\kappa}e^{t\kappa}=1$, it stays idempotent:

$$P(t)^2=e^{t\kappa}P\,e^{-t\kappa}e^{t\kappa}\,Pe^{-t\kappa}=e^{t\kappa}P^2e^{-t\kappa}=P(t).$$

These two facts about the exponential are `hE` and `hFE` in `isDensity_rotatedDensity`. The product rule in `hasDerivAt_rotatedDensity` gives the velocity $\kappa P-P\kappa$.

## Occupied and virtual blocks

At the reference density, write the generator in blocks, with occupied orbitals first:

$$\kappa=\begin{pmatrix}A&B\\C&D\end{pmatrix},\quad
\kappa P=\begin{pmatrix}A&0\\C&0\end{pmatrix},\quad
P\kappa=\begin{pmatrix}A&B\\0&0\end{pmatrix},\quad
[\kappa,P]=\begin{pmatrix}0&-B\\C&0\end{pmatrix}.$$

The response vanishes if and only if $B=0$ and $C=0$. This is `mem_ker_iff_blockDiagonal`, where $B$ is `κ.1.toBlocks₁₂` and $C$ is `κ.1.toBlocks₂₁`. Its inner statement `h` is the last of the four matrices, and `fromBlocks_inj` compares it with zero block by block.

To count the responses, apply the tangent condition to a matrix $X$ whose blocks are again called $A,B,C,D$:

$$XP+PX=\begin{pmatrix}2A&B\\C&0\end{pmatrix}=\begin{pmatrix}A&B\\C&D\end{pmatrix}.$$

Hence $A=0$ and $D=0$, and Hermiticity gives $B=C^\dagger$. The tangent vectors are therefore

$$X=\begin{pmatrix}0&Y^\dagger\\Y&0\end{pmatrix}$$

with an arbitrary complex $(M-N)\times N$ matrix $Y$. The map from $Y$ to $X$ is `offDiagonal`, and `range_offDiagonal` proves that its range is the tangent space.

Different $Y$ give different $X$, since $Y$ can be read off from the lower left block. In `finrank_range_densityResponse` this is `hinj`, which makes the dimension of the range equal to that of the space of matrices $Y$. There are $N(M-N)$ complex entries with two real parameters each, which gives $2N(M-N)$.

## Counting the off-diagonal blocks twice

The kernel theorem names two blocks, which can suggest that both contribute free parameters and that the dimension is $4N(M-N)$. Anti-Hermiticity forces $B=-C^\dagger$, so the second block repeats the information in the first. The factor of two in the correct result comes from the real and imaginary parts of a single block.

## One occupied and one virtual orbital

For $M=2$ and $N=1$, a generator has the form

$$\kappa=\begin{pmatrix}i\alpha&-\bar z\\z&i\beta\end{pmatrix},\qquad
[\kappa,P]=\begin{pmatrix}0&\bar z\\z&0\end{pmatrix},$$

with $\alpha,\beta$ real and $z$ complex. The phases $\alpha$ and $\beta$ drop out, and the real and imaginary parts of $z$ give the two directions in which a state at the pole of the Bloch sphere can move. If there are no occupied or no virtual orbitals, the dimension is zero and every generator is redundant.
